# A harmonic force frozen at its start-of-step value drives every nonzero orbit to infinity, for any step length

Take a unit mass on a spring of stiffness 1, released at rest from position 1. I treat the spring as the slow force in a multiple-time-step scheme: I evaluate it at the start of an outer step of length \(H>0\) and hold it constant until the step ends. After one step the mass is at \(1-H^2/2\) with velocity \(-H\). Its energy was \(1/2\), and now it is \(1/2+H^4/8\).

For \(H=0.1\) the excess is only \(1.25\times10^{-5}\). Does such an error average out over an oscillation, as it seems to do when I apply the slow force as impulses, or does it build up however small I make \(H\)? And are there starting points that escape it?

## Every displacement adds energy, and none is given back

It builds up for every \(H>0\), and no starting point other than rest at the origin escapes. Let the stiffness be \(k>0\) and write \(x,v\) for position and velocity at the start of a step, \(x',v'\) for those at its end. With the force held at \(-kx\),

\[
x'=x+Hv-\tfrac{H^2}{2}kx,\qquad v'=v-Hkx .
\]

The matrix of this linear map has determinant

\[
\Bigl(1-\tfrac{kH^2}{2}\Bigr)\cdot 1+H\cdot Hk=1+\tfrac{kH^2}{2}>1 ,
\]

so each step expands phase-space area. That alone does not settle the second question, since a map can expand area and still contract one direction. The energy \(E=v^2/2+kx^2/2\) does settle it. Let \(d=x'-x=Hv-\tfrac{H^2}{2}kx\). Then

\[
v'^2-v^2=(v'-v)(v'+v)=-Hkx\,(2v-Hkx)=-2kx\,d,
\]
\[
k(x'^2-x^2)=k\,d\,(2x+d)=2kx\,d+k\,d^2 .
\]

Half the sum is the energy change:

\[
E'-E=\tfrac{k}{2}\,d^2\ge 0 .
\]

The frozen force does work \(-kx\,d\), while the potential energy rises by \(kx\,d+kd^2/2\). The mismatch has the same sign whichever way the particle moves, so nothing averages out.

Now number the steps \(n=0,1,2,\dots\), with \(x_n,v_n,E_n\) the values before step \(n\) and \(d_n=x_{n+1}-x_n\). The sequence \(E_n\) never decreases, so it either tends to infinity or converges. Suppose it converges. Then \(kd_n^2/2=E_{n+1}-E_n\to0\), hence \(d_n\to0\). Substituting the update into \(d_{n+1}=Hv_{n+1}-\tfrac{H^2}{2}kx_{n+1}\) gives

\[
d_{n+1}=\Bigl(1-\tfrac{kH^2}{2}\Bigr)d_n-kH^2x_n ,
\]

and therefore

\[
x_n=\frac{(1-kH^2/2)\,d_n-d_{n+1}}{kH^2},\qquad
v_n=\frac{d_n+(kH^2/2)\,x_n}{H}.
\]

Both tend to zero, so \(E_n\to0\). But \(E_n\ge E_0>0\) for a nonzero start, which is a contradiction. Hence \(E_n\to\infty\). Since \(E_n\le\frac{1+k}{2}\max(|x_n|,|v_n|)^2\), the phase point itself goes to infinity. This is stronger than being unbounded: the orbit eventually leaves every bounded region for good.

## Impulse kicks conserve a nearby quadratic form

The impulse step gives half a kick, a free flight, and half a kick with the force at the new position. With the mid-step velocity \(u=v-\tfrac{H}{2}kx\),

\[
x'=x+Hu,\qquad v'=u-\tfrac{H}{2}kx' .
\]

Since \(v=u+\tfrac H2kx\) and \(x'-x=Hu\),

\[
v^2-v'^2=\tfrac{Hk}{2}(x+x')\Bigl(2u-\tfrac{H^2k}{2}u\Bigr)
=k\Bigl(1-\tfrac{kH^2}{4}\Bigr)(x'^2-x^2).
\]

With \(c=k(1-kH^2/4)\), the quantity \(I=v^2+cx^2\) is conserved. If \(kH^2<4\), then \(c>0\), and every later point satisfies \(x_n^2\le I/c\) and \(v_n^2\le I\). The orbit is bounded.

## Three steps with stiffness and step length both 1

Here the frozen step is \((x,v)\mapsto(x/2+v,\;v-x)\), with determinant \(3/2\). From \((1,0)\):

| Step | Frozen force | Energy | Impulse |
|---|---|---|---|
| 0 | \((1,0)\) | \(1/2\) | \((1,0)\) |
| 1 | \((1/2,-1)\) | \(5/8\) | \((1/2,-3/4)\) |
| 2 | \((-3/4,-3/2)\) | \(45/32\) | \((-1/2,-3/4)\) |
| 3 | \((-15/8,-3/4)\) | \(261/128\) | \((-1,0)\) |

The energy column belongs to the frozen force. Its second gain, for instance, is \(\tfrac12(5/4)^2=25/32\), and \(5/8+25/32=45/32\). The impulse orbit keeps \(v^2+\tfrac34x^2=\tfrac34\) throughout. After three steps it has reached the negative of its starting point, so by linearity it closes after six.

## The statements in words

In the Lean file below, a phase point is a pair `z : ℝ × ℝ`, with `z.1` the position and `z.2` the velocity. The maps `frozenStep k H` and `impulseStep k H` are the two updates above, and `(frozenStep k H)^[n] z` is the point after \(n\) steps.

- `frozenStep_newton` says that, as the elapsed time varies, the position has the velocity as its derivative and the velocity has derivative \(-kx\), with \(x\) the starting position. The update is thus the motion under the frozen force.
- `frozenMatrix_mulVec` and `frozenMatrix_det` say that `frozenMatrix` represents the step and has determinant \(1+kH^2/2\).
- `frozen_energy_tendsto` and `frozen_orbit_unbounded` say that for `0 < k`, `0 < H` and `z ≠ 0`, the energy and the norm tend to infinity. The norm on `ℝ × ℝ` is the larger of \(|x|\) and \(|v|\), taken as plain numbers in the chosen units.
- `impulse_orbit_bounded` says that for `0 < k` and `k * H ^ 2 < 4`, each starting point has one bound `B` valid for all \(n\).

The condition \(k>0\) stands for a restoring force. At \(H=0\) the frozen step does nothing, and at \(k=0\) a particle at rest stays put, so neither may be zero in the divergence theorems.

For multiple-time-step molecular dynamics, the result shows in a single harmonic slow mode without any fast force that shortening the outer step does not remove the instability of a frozen slow force. It does slow the growth: over a fixed total time, the energy gained tends to zero as \(H\to0\). The model has one degree of freedom, no thermostat and no rounding. The threshold \(kH^2<4\) should not be read as a safe outer step for impulse schemes with fast forces present, because the interplay of the two forces can change the stability.

```lean
import Mathlib

open Filter Topology Matrix

namespace FrozenSlowForce

noncomputable section

/-- One outer step of length `H` for a unit mass at `z = (x, v)`, with the slow force
`-k x` held at its initial value. -/
def frozenStep (k H : ℝ) (z : ℝ × ℝ) : ℝ × ℝ :=
  (z.1 + H * z.2 - H ^ 2 / 2 * (k * z.1), z.2 - H * (k * z.1))

/-- The matrix of the frozen-force step acting on the column `(x, v)`. -/
def frozenMatrix (k H : ℝ) : Matrix (Fin 2) (Fin 2) ℝ :=
  !![1 - H ^ 2 / 2 * k, H; -(H * k), 1]

/-- One impulse step: half a kick by the slow force, free flight over `H`, and half a kick
by the slow force at the new position. -/
def impulseStep (k H : ℝ) (z : ℝ × ℝ) : ℝ × ℝ :=
  (z.1 + H * (z.2 - H / 2 * (k * z.1)),
    z.2 - H / 2 * (k * z.1) - H / 2 * (k * (z.1 + H * (z.2 - H / 2 * (k * z.1)))))

/-- Energy of a unit mass on a spring of stiffness `k`. -/
def energy (k : ℝ) (z : ℝ × ℝ) : ℝ := z.2 ^ 2 / 2 + k * z.1 ^ 2 / 2

/-- As a function of the elapsed time, the frozen-force step solves Newton's equation with
the constant force `-k x` taken at the starting position. -/
theorem frozenStep_newton (k t : ℝ) (z : ℝ × ℝ) :
    HasDerivAt (fun s => (frozenStep k s z).1) (frozenStep k t z).2 t ∧
      HasDerivAt (fun s => (frozenStep k s z).2) (-(k * z.1)) t := by
  have h2 : HasDerivAt (fun s : ℝ => s ^ 2) (2 * t) t := by
    simpa using hasDerivAt_pow 2 t
  constructor
  · exact ((((hasDerivAt_id' t).mul_const z.2).const_add z.1).fun_sub
      ((h2.div_const 2).mul_const (k * z.1))).congr_deriv (by simp only [frozenStep]; ring)
  · exact (((hasDerivAt_id' t).mul_const (k * z.1)).const_sub z.2).congr_deriv (by ring)

/-- The step matrix carries the column `(x, v)` to the position and velocity after one
frozen-force step. -/
theorem frozenMatrix_mulVec (k H : ℝ) (z : ℝ × ℝ) :
    frozenMatrix k H *ᵥ ![z.1, z.2] = ![(frozenStep k H z).1, (frozenStep k H z).2] := by
  ext i
  fin_cases i <;> simp [frozenMatrix, frozenStep, Matrix.mulVec, dotProduct,
    Fin.sum_univ_two]
  all_goals ring

/-- The matrix of the frozen-force step has determinant `1 + k H² / 2`. -/
theorem frozenMatrix_det (k H : ℝ) : (frozenMatrix k H).det = 1 + k * H ^ 2 / 2 := by
  rw [frozenMatrix, Matrix.det_fin_two_of]
  ring

/-- In one frozen-force step the energy changes by exactly `k / 2` times the square of
the displacement. -/
theorem frozenStep_energy_gain (k H : ℝ) (z : ℝ × ℝ) :
    energy k (frozenStep k H z) - energy k z
      = k / 2 * ((frozenStep k H z).1 - z.1) ^ 2 := by
  simp only [energy, frozenStep]
  ring

/-- For `k > 0` the energy is positive away from rest at the origin. -/
theorem energy_pos {k : ℝ} (hk : 0 < k) {z : ℝ × ℝ} (hz : z ≠ 0) : 0 < energy k z := by
  rcases z with ⟨x, v⟩
  simp only [energy]
  by_cases hx : x = 0
  · have hv : v ≠ 0 := fun hv => hz (by rw [hx, hv]; rfl)
    positivity
  · positivity

/-- For `k, H > 0` the energy tends to infinity along every nonzero orbit of the
frozen-force step. -/
theorem frozen_energy_tendsto {k H : ℝ} (hk : 0 < k) (hH : 0 < H) {z : ℝ × ℝ}
    (hz : z ≠ 0) :
    Tendsto (fun n : ℕ => energy k ((frozenStep k H)^[n] z)) atTop atTop := by
  have key : ∀ s : ℕ → ℝ × ℝ, s 0 ≠ 0 → (∀ n, s (n + 1) = frozenStep k H (s n)) →
      Tendsto (fun n => energy k (s n)) atTop atTop := by
    intro s h0 hs
    have hmono : Monotone (fun n => energy k (s n)) := by
      refine monotone_nat_of_le_succ fun n => ?_
      have hg := frozenStep_energy_gain k H (s n)
      have hp : 0 ≤ k / 2 * ((frozenStep k H (s n)).1 - (s n).1) ^ 2 := by positivity
      rw [hs n]
      linarith
    rcases tendsto_atTop_of_monotone hmono with h | ⟨L, hL⟩
    · exact h
    exfalso
    -- a convergent energy forces the displacements to die out
    have hL1 : Tendsto (fun n => energy k (s (n + 1))) atTop (𝓝 L) :=
      hL.comp (tendsto_add_atTop_nat 1)
    have hsq : Tendsto (fun n => ((s (n + 1)).1 - (s n).1) ^ 2) atTop (𝓝 0) := by
      have h := (hL1.sub hL).const_mul (2 / k)
      rw [sub_self, mul_zero] at h
      refine h.congr fun n => ?_
      have hc : 2 / k * (k / 2) = 1 := by field_simp
      simp only [hs, frozenStep_energy_gain]
      rw [← mul_assoc, hc, one_mul]
    have hd : Tendsto (fun n => (s (n + 1)).1 - (s n).1) atTop (𝓝 0) := by
      have h := hsq.sqrt
      simp only [Real.sqrt_sq_eq_abs, Real.sqrt_zero] at h
      exact (tendsto_zero_iff_abs_tendsto_zero _).2 h
    have hd' : Tendsto (fun n => (s (n + 1 + 1)).1 - (s (n + 1)).1) atTop (𝓝 0) :=
      hd.comp (tendsto_add_atTop_nat 1)
    -- two successive displacements determine position and velocity
    have hx : Tendsto (fun n => (s n).1) atTop (𝓝 0) := by
      have h := ((hd.const_mul (1 - k * H ^ 2 / 2)).sub hd').const_mul (k * H ^ 2)⁻¹
      simp only [mul_zero, sub_zero] at h
      refine h.congr fun n => ?_
      refine (inv_mul_eq_iff_eq_mul₀ (by positivity)).2 ?_
      simp only [hs, frozenStep]
      ring
    have hv : Tendsto (fun n => (s n).2) atTop (𝓝 0) := by
      have h := (hd.add (hx.const_mul (k * H ^ 2 / 2))).const_mul H⁻¹
      simp only [mul_zero, add_zero] at h
      refine h.congr fun n => ?_
      refine (inv_mul_eq_iff_eq_mul₀ hH.ne').2 ?_
      simp only [hs, frozenStep]
      ring
    -- the energy would then vanish in the limit, below its initial value
    have hE := ((hv.pow 2).div_const 2).add (((hx.pow 2).const_mul k).div_const 2)
    have z0 : (0 : ℝ) ^ 2 / 2 + k * 0 ^ 2 / 2 = 0 := by ring
    rw [z0] at hE
    have hle : energy k (s 0) ≤ 0 := ge_of_tendsto' hE fun n => hmono (Nat.zero_le n)
    exact absurd (energy_pos hk h0) (not_lt_of_ge hle)
  exact key (fun n => (frozenStep k H)^[n] z) hz
    fun n => Function.iterate_succ_apply' _ _ _

/-- For every stiffness `k > 0` and every outer step `H > 0`, each nonzero orbit of the
frozen-force step escapes to infinity in phase space. -/
theorem frozen_orbit_unbounded {k H : ℝ} (hk : 0 < k) (hH : 0 < H) {z : ℝ × ℝ}
    (hz : z ≠ 0) :
    Tendsto (fun n : ℕ => ‖(frozenStep k H)^[n] z‖) atTop atTop := by
  refine tendsto_atTop.2 fun b => ?_
  filter_upwards [(tendsto_atTop.1 (frozen_energy_tendsto hk hH hz)) ((1 + k) / 2 * b ^ 2)]
    with n hn
  generalize (frozenStep k H)^[n] z = w at hn ⊢
  -- the energy is at most (1 + k) / 2 times the squared norm
  have h1 : w.1 ^ 2 ≤ ‖w‖ ^ 2 := by
    rw [← sq_abs w.1, ← Real.norm_eq_abs]
    exact pow_le_pow_left₀ (norm_nonneg _) (norm_fst_le w) 2
  have h2 : w.2 ^ 2 ≤ ‖w‖ ^ 2 := by
    rw [← sq_abs w.2, ← Real.norm_eq_abs]
    exact pow_le_pow_left₀ (norm_nonneg _) (norm_snd_le w) 2
  by_contra hb
  have hlt : ‖w‖ ^ 2 < b ^ 2 := by nlinarith [norm_nonneg w, not_le.1 hb]
  have h3 := mul_le_mul_of_nonneg_left h1 hk.le
  have h4 := mul_lt_mul_of_pos_left hlt (show 0 < 1 + k by linarith)
  simp only [energy] at hn
  linarith

/-- The impulse step conserves the quadratic form `v² + k (1 - k H² / 4) x²`. -/
theorem impulseStep_invariant (k H : ℝ) (z : ℝ × ℝ) :
    (impulseStep k H z).2 ^ 2 + k * (1 - k * H ^ 2 / 4) * (impulseStep k H z).1 ^ 2
      = z.2 ^ 2 + k * (1 - k * H ^ 2 / 4) * z.1 ^ 2 := by
  simp only [impulseStep]
  ring

/-- For `k > 0` and `k H² < 4`, every orbit of the impulse step stays bounded. -/
theorem impulse_orbit_bounded {k H : ℝ} (hk : 0 < k) (hH : k * H ^ 2 < 4) (z : ℝ × ℝ) :
    ∃ B : ℝ, ∀ n : ℕ, ‖(impulseStep k H)^[n] z‖ ≤ B := by
  have hc : 0 < k * (1 - k * H ^ 2 / 4) := mul_pos hk (by linarith)
  have hinv := impulseStep_invariant k H
  generalize k * (1 - k * H ^ 2 / 4) = c at hc hinv
  have hI : ∀ n : ℕ, ((impulseStep k H)^[n] z).2 ^ 2 + c * ((impulseStep k H)^[n] z).1 ^ 2
      = z.2 ^ 2 + c * z.1 ^ 2 := by
    intro n
    induction n with
    | zero => rfl
    | succ n ih => rw [Function.iterate_succ_apply', hinv, ih]
  refine ⟨max ((z.2 ^ 2 + c * z.1 ^ 2) / c + 1) (z.2 ^ 2 + c * z.1 ^ 2 + 1), fun n => ?_⟩
  have h := hI n
  generalize (impulseStep k H)^[n] z = w at h ⊢
  -- the conserved positive form bounds each coordinate
  have hx : w.1 ^ 2 ≤ (z.2 ^ 2 + c * z.1 ^ 2) / c := by
    rw [le_div_iff₀ hc]
    nlinarith [sq_nonneg w.2]
  have hv : w.2 ^ 2 ≤ z.2 ^ 2 + c * z.1 ^ 2 := by
    have hp : 0 ≤ c * w.1 ^ 2 := by positivity
    linarith
  rw [Prod.norm_def, Real.norm_eq_abs, Real.norm_eq_abs]
  apply max_le_max
  · nlinarith [sq_abs w.1, sq_nonneg (|w.1| - 1), abs_nonneg w.1]
  · nlinarith [sq_abs w.2, sq_nonneg (|w.2| - 1), abs_nonneg w.2]

end

end FrozenSlowForce
```

```lean
#print axioms FrozenSlowForce.frozenMatrix_mulVec
#print axioms FrozenSlowForce.frozenMatrix_det
#print axioms FrozenSlowForce.frozen_orbit_unbounded
#print axioms FrozenSlowForce.impulse_orbit_bounded
```

```
'FrozenSlowForce.frozenMatrix_mulVec' depends on axioms: [propext, Classical.choice, Quot.sound]
'FrozenSlowForce.frozenMatrix_det' depends on axioms: [propext, Classical.choice, Quot.sound]
'FrozenSlowForce.frozen_orbit_unbounded' depends on axioms: [propext, Classical.choice, Quot.sound]
'FrozenSlowForce.impulse_orbit_bounded' depends on axioms: [propext, Classical.choice, Quot.sound]
```

## From the energy identity to divergence in Lean

The algebraic lemmas unfold the definitions and finish with `ring`. This applies to `frozenStep_energy_gain`, the identity \(E'-E=kd^2/2\), and to `impulseStep_invariant`. The lemma `energy_pos` splits on whether the position is zero; if it is, the velocity cannot be.

Inside `frozen_energy_tendsto`, the claim `key` is stated for any sequence `s` of phase points that obeys the update rule, and is applied to the iterates at the end. The step `hmono` derives monotonicity from the energy identity. The convergent case then follows the derivation above:

- `hsq` multiplies the energy differences by \(2/k\) to get \(d_n^2\to0\), and `hd` takes the square root to get \(d_n\to0\);
- `hd'` is the same limit shifted by one step;
- `hx` and `hv` are the formulas for \(x_n\) and \(v_n\) in terms of displacements;
- `hE` sends the energy to zero, and `hle` concludes that the initial energy is at most zero, contradicting `energy_pos`.

The device that opens this argument is Mathlib's `tendsto_atTop_of_monotone`. For a monotone real sequence it returns a disjunction: either the sequence tends to infinity, or there is a real number to which it converges. The `rcases` line splits the two. The first alternative is already the goal. The second supplies a limit `L` with its convergence statement `hL`, and nothing more about `L` is needed, because it cancels when `hL` is subtracted from its shifted copy `hL1`. No growth rate has to be estimated and no eigenvalue computed, so real and complex eigenvalues of the step matrix need no separate treatment.

For `frozen_orbit_unbounded`, let `b` be any real number. Eventually the energy is at least \(\frac{1+k}{2}b^2\). If the norm were still below `b`, the bound on energy by the squared norm would put the energy strictly below that value, so the norm is at least `b`.

In `impulse_orbit_bounded`, induction on \(n\) carries the conserved form along the orbit. The bounds on \(x_n^2\) and \(v_n^2\) become bounds on \(|x_n|\) and \(|v_n|\) through \(|a|\le a^2+1\), which accounts for the `+ 1` in both entries of the maximum chosen as `B`.
